# The ideal-gas energy a exp(bS) gives U − TS a unique minimum at every positive temperature

A gas in a rigid, sealed container exchanges heat with a large bath at temperature T. What entropy does the gas settle at, and what is its free energy there? If the gas takes up energy U, the bath loses that energy and its entropy falls by U/T. The total entropy is therefore S − U/T plus a constant, and it is largest where U − TS is smallest.

For an ideal gas with constant heat capacity C at fixed volume, U = CT, once the zero of energy is chosen to remove an additive constant. Along reversible heating dU = T dS, so dU/U = dS/C, which integrates to

U(S) = a exp(bS), with b = 1/C.

The constant a > 0 is the energy at S = 0. It carries the dependence on volume, together with the choice of the zero of entropy. The particle number affects both a and b, because C is proportional to it. The letters a and b have nothing to do with the van der Waals constants. The product ab is the temperature of the gas at S = 0.

For a, b, T > 0, the function U(S) − TS has exactly one minimum over real S, at

S* = log(T/(ab))/b,

where

U(S*) = T/b,
F(T) = (T/b)(1 − log(T/(ab))).

Here F(T), the Helmholtz energy, denotes the minimum value. Since 1/b = C, the middle equation is the familiar U = CT.

## From the slope condition to the free energy

Write Φ(S) = U(S) − TS. Its derivative vanishes where the slope of U equals T:

dU/dS = ab exp(bS) = T.

Hence exp(bS*) = T/(ab), and taking logarithms gives S*. Substituting back,

U(S*) = a · T/(ab) = T/b,
Φ(S*) = T/b − T log(T/(ab))/b = (T/b)(1 − log(T/(ab))).

A stationary point need not be a global minimum, so compare Φ(S) with Φ(S*) at an arbitrary entropy. Let x = b(S − S*). Then

U(S) = a exp(bS*) exp(x) = (T/b) exp(x),

and, because S − S* = x/b,

Φ(S) − Φ(S*) = (T/b) exp(x) − T/b − Tx/b = (T/b)(exp(x) − 1 − x).

The function exp(x) − 1 − x is zero at x = 0, and its derivative exp(x) − 1 is negative for x < 0 and positive for x > 0. It is therefore strictly positive away from x = 0. Since T/b > 0, every S other than S* gives a larger Φ.

The same formula gives the work available from a gas that starts at a different temperature. Let the gas be at T′ = bU(S) while the bath is at T. Then exp(x) = T′/T, and the excess becomes

Φ(S) − Φ(S*) = C(T′ − T − T log(T′/T)).

This is the most work that can be extracted at fixed volume while the gas comes to the bath temperature, and it is positive whether the gas starts hotter or colder than the bath.

## Differentiating F and recovering U

The product rule gives the entropy back from the free energy:

dF/dT = (1/b)(1 − log(T/(ab))) − (T/b)(1/T) = −log(T/(ab))/b = −S*.

To recover the energy, start from F(T) ≤ U(S) − TS, which holds for every S and every T > 0. Rearranged, it reads

F(T) + TS ≤ U(S).

Equality holds exactly when S is the minimising entropy for T. If S = S*, then U(S) = T/b, so T = bU(S). Conversely, if T = bU(S) = ab exp(bS), then log(T/(ab))/b = S. Thus U(S) is the maximum of F(T) + TS over positive temperatures.

The change from minimum to maximum is a common place to go wrong. Taking the infimum again in the inverse transform fails, because F(T) + TS tends to −∞ as T grows: the term −(T/b) log T dominates.

## Energy, trial free energy and infimum in Lean

All quantities are real numbers without units, and `log` is the natural logarithm. Volume and particle number enter only through the fixed values of `a` and `b`.

```lean
import Mathlib

open Real

namespace IdealGasLegendre

noncomputable section
```

The first definition is the exponential energy law.

```lean
/-- The ideal-gas form of the internal energy as a function of entropy,
`U(S) = a exp(b S)`, at fixed volume and particle number. -/
def energy (a b S : ℝ) : ℝ := a * exp (b * S)
```

The next one is the function Φ(S), with the bath temperature as a parameter independent of the entropy.

```lean
/-- The trial free energy `U(S) - T S` of a gas with entropy `S` at bath temperature `T`. -/
def trialFreeEnergy (a b T S : ℝ) : ℝ := energy a b S - T * S
```

The Helmholtz energy is defined as an infimum over every real entropy, so its closed form has to be proved. The sign follows thermodynamics: the convex-analysis transform, the supremum of TS − U(S), is −F(T).

```lean
/-- The Helmholtz energy `F(T)`: the infimum of `U(S) - T S` over all real entropies,
for `a`, `b`, `T` positive. -/
def helmholtz (a b T : ℝ) : ℝ := ⨅ S : ℝ, trialFreeEnergy a b T S
```

The name `eqEntropy` suggests equilibrium, but the definition is only the formula for S*. Its role as the minimiser is established later.

```lean
/-- The entropy `log(T/(ab))/b`, for `a`, `b`, `T` positive. -/
def eqEntropy (a b T : ℝ) : ℝ := log (T / (a * b)) / b
```

The step that the hypotheses leave to physics is the exponential law itself. A real gas at fixed volume follows it only over a range where its heat capacity is constant, and with a suitable zero of energy, whereas the infimum here runs over all real entropies, including the very low ones where a classical description fails.

## Energy and slope at S*

The first theorem is the substitution U(S*) = T/b. The factor b cancels in the exponent, and `exp_log` then removes the logarithm, which requires T/(ab) to be positive.

```lean
/-- For positive `a`, `b`, `T`, the internal energy at the entropy `log(T/(ab))/b` is `T/b`. -/
theorem energy_eqEntropy {a b T : ℝ} (ha : 0 < a) (hb : 0 < b) (hT : 0 < T) :
    energy a b (eqEntropy a b T) = T / b := by
  have h : b * (log (T / (a * b)) / b) = log (T / (a * b)) := by
    field_simp
  unfold energy eqEntropy
  rw [h, exp_log (by positivity)]
  field_simp
```

In `HasDerivAt f m p`, the number `m` is the derivative and `p` is the point. The next statement therefore says that U has slope T at S*. The chain rule supplies ab exp(bS*), and the previous theorem turns this into b · T/b = T.

```lean
/-- For positive `a`, `b`, `T`, the slope `dU/dS` at the entropy `log(T/(ab))/b` equals the
bath temperature `T`. -/
theorem hasDerivAt_energy {a b T : ℝ} (ha : 0 < a) (hb : 0 < b) (hT : 0 < T) :
    HasDerivAt (energy a b) T (eqEntropy a b T) := by
  have h := (((hasDerivAt_id' (eqEntropy a b T)).const_mul b).exp).const_mul a
  refine HasDerivAt.congr_deriv h ?_
  have hU := energy_eqEntropy ha hb hT
  unfold energy at hU
  have hTb : T / b * b = T := div_mul_cancel₀ T hb.ne'
  linear_combination b * hU + hTb
```

## The excess formula and the unique minimum

The excess formula is stated for every real S. Its intermediate result `h` is the factorisation U(S) = U(S*) exp(x), obtained by adding exponents. After T/b has been substituted for U(S*), the remaining algebra uses only (T/b)b = T.

```lean
/-- For positive `a`, `b`, `T`, the excess of the trial free energy over its value at
`log(T/(ab))/b` is `(T/b)(exp x - 1 - x)`, where `x` is `b` times the entropy displacement. -/
theorem trialFreeEnergy_excess {a b T : ℝ} (ha : 0 < a) (hb : 0 < b) (hT : 0 < T) (S : ℝ) :
    trialFreeEnergy a b T S - trialFreeEnergy a b T (eqEntropy a b T) =
      T / b * (exp (b * (S - eqEntropy a b T)) - 1 - b * (S - eqEntropy a b T)) := by
  -- a shift of the entropy multiplies the energy by an exponential factor
  have h : energy a b S =
      energy a b (eqEntropy a b T) * exp (b * (S - eqEntropy a b T)) := by
    unfold energy
    rw [mul_assoc, ← exp_add]
    congr 2
    ring
  have hTb : T / b * b = T := div_mul_cancel₀ T hb.ne'
  unfold trialFreeEnergy
  rw [h, energy_eqEntropy ha hb hT]
  linear_combination (S - eqEntropy a b T) * hTb
```

The main theorem has four parts: the energy at S*, the closed form of F, the statement that the infimum is attained at S*, and the strict inequality at every other entropy. The last two together say that the minimiser exists and is unique.

In the proof, `hlt` combines the excess formula with `add_one_lt_exp`, the inequality 1 + x < exp(x) for nonzero x. The weak inequality `hle` adds the case S = S*. Then `hF` identifies the infimum with the value at S*. One direction holds because that value is a lower bound. The other holds because an infimum cannot exceed any value of a function that is bounded below, and `hle` provides the bound. The closed form follows by substitution.

```lean
/-- Legendre transform of the ideal-gas form: for positive `a`, `b`, `T`, the function
`U(S) - T S` has its unique minimum at `S = log(T/(ab))/b`, where `U = T/b`, and the minimum
value is `F = (T/b)(1 - log(T/(ab)))`. -/
theorem legendre_transform {a b T : ℝ} (ha : 0 < a) (hb : 0 < b) (hT : 0 < T) :
    energy a b (eqEntropy a b T) = T / b ∧
    helmholtz a b T = T / b * (1 - log (T / (a * b))) ∧
    trialFreeEnergy a b T (eqEntropy a b T) = helmholtz a b T ∧
    ∀ S, S ≠ eqEntropy a b T → helmholtz a b T < trialFreeEnergy a b T S := by
  -- the exponential lies strictly above its tangent away from the point of contact
  have hlt : ∀ S, S ≠ eqEntropy a b T →
      trialFreeEnergy a b T (eqEntropy a b T) < trialFreeEnergy a b T S := by
    intro S hS
    have hx : b * (S - eqEntropy a b T) ≠ 0 := mul_ne_zero hb.ne' (sub_ne_zero.2 hS)
    have h1 := add_one_lt_exp hx
    have h2 : 0 < T / b * (exp (b * (S - eqEntropy a b T)) - 1
        - b * (S - eqEntropy a b T)) := mul_pos (div_pos hT hb) (by linarith)
    linarith [trialFreeEnergy_excess ha hb hT S]
  have hle : ∀ S, trialFreeEnergy a b T (eqEntropy a b T) ≤ trialFreeEnergy a b T S := by
    intro S
    by_cases hS : S = eqEntropy a b T
    · rw [hS]
    · exact (hlt S hS).le
  -- hence the infimum is attained
  have hF : trialFreeEnergy a b T (eqEntropy a b T) = helmholtz a b T := by
    unfold helmholtz
    refine le_antisymm (le_ciInf hle) (ciInf_le ?_ (eqEntropy a b T))
    refine ⟨trialFreeEnergy a b T (eqEntropy a b T), ?_⟩
    rintro _ ⟨S, rfl⟩
    exact hle S
  refine ⟨energy_eqEntropy ha hb hT, ?_, hF, fun S hS => hF ▸ hlt S hS⟩
  rw [← hF]
  unfold trialFreeEnergy
  rw [energy_eqEntropy ha hb hT]
  unfold eqEntropy
  ring
```

## Temperatures at or below zero

For a, b > 0, a minimum exists only if T > 0. When T ≤ 0, lowering the entropy by one unit lowers the energy and does not raise the term −TS, so no entropy can be the minimiser. The proof uses exactly this shift.

```lean
/-- For positive `a`, `b` and a temperature `T ≤ 0`, the function `U(S) - T S` has no minimum:
every entropy can be improved upon. -/
theorem no_minimum_of_nonpos {a b T : ℝ} (ha : 0 < a) (hb : 0 < b) (hT : T ≤ 0) (S : ℝ) :
    ∃ S', trialFreeEnergy a b T S' < trialFreeEnergy a b T S := by
  refine ⟨S - 1, ?_⟩
  have h1 : exp (b * (S - 1)) < exp (b * S) := exp_lt_exp.2 (by linarith)
  have h2 := mul_lt_mul_of_pos_left h1 ha
  unfold trialFreeEnergy energy
  linarith
```

At T = 0 the infimum is 0, approached as S → −∞ but never reached. For T < 0 the function is unbounded below, and Lean's real infimum then returns 0 by convention, so `helmholtz` should be read as a free energy only at positive temperature.

## Entropy as minus the slope of F

The theorem concerns the derivative of `helmholtz` itself, which is defined as an infimum and not by a formula in T. The proof first differentiates the closed form with the product rule, where T · (1/T) = 1 cancels the extra term. It then transfers the result: the closed form agrees with `helmholtz` at all positive temperatures, hence throughout a neighbourhood of T, and functions that agree near a point have the same derivative there.

```lean
/-- For positive `a`, `b`, `T`, the temperature derivative of the Helmholtz energy is minus
the entropy `log(T/(ab))/b`. -/
theorem hasDerivAt_helmholtz {a b T : ℝ} (ha : 0 < a) (hb : 0 < b) (hT : 0 < T) :
    HasDerivAt (helmholtz a b) (-eqEntropy a b T) T := by
  have hne : T / (a * b) ≠ 0 := by positivity
  have h1 : HasDerivAt (fun t => log (t / (a * b))) (1 / T) T := by
    refine HasDerivAt.congr_deriv (((hasDerivAt_id' T).div_const (a * b)).log hne) ?_
    field_simp
  have h2 := ((hasDerivAt_id' T).div_const b).fun_mul (h1.const_sub 1)
  refine (h2.congr_deriv ?_).congr_of_eventuallyEq ?_
  · have h3 : T * (1 / T) = 1 := mul_one_div_cancel hT.ne'
    unfold eqEntropy
    linear_combination (-(1 / b)) * h3
  · -- the closed form holds at all nearby temperatures
    filter_upwards [Ioi_mem_nhds hT] with t ht
    exact (legendre_transform ha hb ht).2.1
```

## Returning from temperature to entropy

The final theorem fixes S and varies T. Its three parts say that bU(S) is a positive temperature, that F(T) + TS equals U(S) there, and that it is strictly smaller at every other positive temperature.

The auxiliary result `hS` shows that the minimising entropy at temperature bU(S) is S itself. Equality then follows from the attained infimum in `legendre_transform`. For any other T > 0, the entropy S cannot be the minimiser, since that would force T = bU(S), and the strict inequality of the main theorem applies.

```lean
/-- Inverse Legendre transform: for positive `a`, `b`, the energy `U(S)` is the maximum of
`F(T) + T S` over positive temperatures, attained only at `T = b U(S)`. -/
theorem inverse_legendre {a b : ℝ} (ha : 0 < a) (hb : 0 < b) (S : ℝ) :
    0 < b * energy a b S ∧
    helmholtz a b (b * energy a b S) + b * energy a b S * S = energy a b S ∧
    ∀ T, 0 < T → T ≠ b * energy a b S → helmholtz a b T + T * S < energy a b S := by
  have hpos : 0 < b * energy a b S := by
    unfold energy
    positivity
  -- at the temperature `b U(S)` the minimising entropy is `S` itself
  have hS : eqEntropy a b (b * energy a b S) = S := by
    have h : b * (a * exp (b * S)) / (a * b) = exp (b * S) := by
      field_simp
    unfold eqEntropy energy
    rw [h, log_exp]
    field_simp
  refine ⟨hpos, ?_, ?_⟩
  · have h := (legendre_transform ha hb hpos).2.2.1
    rw [hS] at h
    unfold trialFreeEnergy at h
    linarith
  · intro T hT hne
    have hST : S ≠ eqEntropy a b T := by
      intro h
      apply hne
      rw [h, energy_eqEntropy ha hb hT]
      field_simp
    have h := (legendre_transform ha hb hT).2.2.2 S hST
    unfold trialFreeEnergy at h
    linarith

end

end IdealGasLegendre
```

In molecular simulation, a run may hold the energy fixed or use a thermostat to fix the temperature. In the limit of a large system, the entropy as a function of energy, which is the inverse of U(S), and the free energy F(T) are linked by this Legendre transform. For this non-interacting gas with constant heat capacity, both directions have a closed form, which can serve as a reference in the dilute limit.

```lean
#print axioms IdealGasLegendre.hasDerivAt_energy
#print axioms IdealGasLegendre.no_minimum_of_nonpos
#print axioms IdealGasLegendre.hasDerivAt_helmholtz
#print axioms IdealGasLegendre.inverse_legendre
```

```
'IdealGasLegendre.hasDerivAt_energy' depends on axioms: [propext, Classical.choice, Quot.sound]
'IdealGasLegendre.no_minimum_of_nonpos' depends on axioms: [propext, Classical.choice, Quot.sound]
'IdealGasLegendre.hasDerivAt_helmholtz' depends on axioms: [propext, Classical.choice, Quot.sound]
'IdealGasLegendre.inverse_legendre' depends on axioms: [propext, Classical.choice, Quot.sound]
```
